# In finite dimension, a subspace that omits a simple ground state has a fixed positive energy error

**Q:** I have converged a configuration interaction (CI) energy in the radial functions, using only s and p orbitals. Next I add d orbitals and see whether the energy drops. What does a theorem about subspaces say about that step?

**A:** Let $V$ be a large finite reference space of many-electron states, $H$ the Hamiltonian on it, and $\psi$ its ground state, assumed non-degenerate, with energy $E_0$. All your s and p expansions lie in one subspace $W$ of $V$. If $\psi\notin W$, some $c>0$ bounds every normalised energy in $W$ from below by $E_0+c$. More radial functions inside $W$ cannot remove that error. The exact energy here is that of the finite reference space, not of the complete-basis limit.

In Lean 4 with Mathlib:

```lean
import Mathlib

open scoped ComplexConjugate

namespace IncompleteOrbitalSpace

variable {𝕜 V : Type*} [RCLike 𝕜] [NormedAddCommGroup V] [InnerProductSpace 𝕜 V]
```

**Q:** Where are the electrons?

**A:** Only in your choice of $V$. The file takes any inner product space `V` over `𝕜`, the real or complex numbers, so a real symmetric matrix is included. Antisymmetry and the Coulomb terms enter when you build $V$ and $H$. The inner product is conjugate-linear in its first slot, and the energy is $E(x)=\mathrm{Re}\langle x,Hx\rangle$, without division by the norm. For $x\neq0$ the usual expectation value is $E(x)/\|x\|^2$.

```lean
/-- The energy form `Re ⟨x, H x⟩` of a state `x`, not divided by its norm. -/
noncomputable def energy (H : V →ₗ[𝕜] V) (x : V) : ℝ := RCLike.re (inner 𝕜 x (H x))
```

**Q:** And "ground state"? I suspect the variational principle is hidden in the definition.

**A:** It is not. The definition speaks only of eigenvectors: $\|\psi\|=1$, $H\psi=E_0\psi$, no real eigenvalue lies below $E_0$, and every eigenvector at $E_0$ is a multiple of $\psi$.

```lean
/-- `ψ` is a normalised eigenvector of `H` at `E0`, no real eigenvalue lies below `E0`,
and every eigenvector at `E0` is a multiple of `ψ`. -/
structure IsSimpleGroundState (H : V →ₗ[𝕜] V) (E0 : ℝ) (ψ : V) : Prop where
  norm_one : ‖ψ‖ = 1
  eigen : H ψ = (E0 : 𝕜) • ψ
  lowest : ∀ (μ : ℝ) (x : V), x ≠ 0 → H x = (μ : 𝕜) • x → E0 ≤ μ
  simple : ∀ x : V, H x = (E0 : 𝕜) • x → ∃ a : 𝕜, x = a • ψ
```

The last condition, `simple`, stands for a non-degenerate ground state. An atomic term with nonzero $L$ or $S$ is degenerate in its magnetic quantum numbers, so there you would take $V$ to be a sector with those numbers fixed, and check that its lowest state is unique.

**Q:** Then derive the variational principle.

**A:** First, scaling: $E(ax)=|a|^2E(x)$, which we need later for normalisation.

```lean
/-- Multiplying a state by a scalar multiplies its energy form by the squared modulus. -/
theorem energy_smul (H : V →ₗ[𝕜] V) (a : 𝕜) (x : V) :
    energy H (a • x) = ‖a‖ ^ 2 * energy H x := by
  unfold energy
  rw [map_smul, inner_smul_left, inner_smul_right, ← mul_assoc, RCLike.conj_mul,
    ← RCLike.ofReal_pow, RCLike.re_ofReal_mul]
```

Now let $H$ be symmetric (`IsSymmetric`: $\langle Hx,y\rangle=\langle x,Hy\rangle$), with orthonormal eigenvectors $v_i$ and eigenvalues $\lambda_i$. Inserting the basis gives
$$\langle x,Hx\rangle=\sum_i\langle x,v_i\rangle\langle v_i,Hx\rangle=\sum_i\lambda_i|\langle v_i,x\rangle|^2 .$$
Since $\|x\|^2=\sum_i|\langle v_i,x\rangle|^2$, subtraction yields
$$E(x)-E_0\|x\|^2=\sum_i(\lambda_i-E_0)|\langle v_i,x\rangle|^2 .$$
The proof inserts the basis with `sum_inner_mul_inner` and moves $H$ onto $v_i$ by symmetry.

```lean
/-- The energy form of `x` minus `E0 ‖x‖²` is the sum of the level spacings from `E0`, weighted by
the squared overlaps with the eigenstates. -/
theorem energy_sub_eq_sum [FiniteDimensional 𝕜 V] {H : V →ₗ[𝕜] V} (hH : H.IsSymmetric)
    (E0 : ℝ) (x : V) :
    energy H x - E0 * ‖x‖ ^ 2 = ∑ i, (hH.eigenvalues rfl i - E0) *
      ‖inner 𝕜 (hH.eigenvectorBasis rfl i) x‖ ^ 2 := by
  have h1 : energy H x = ∑ i, hH.eigenvalues rfl i *
      ‖inner 𝕜 (hH.eigenvectorBasis rfl i) x‖ ^ 2 := by
    unfold energy
    rw [← (hH.eigenvectorBasis rfl).sum_inner_mul_inner x (H x), map_sum]
    refine Finset.sum_congr rfl fun i _ => ?_
    rw [← hH (hH.eigenvectorBasis rfl i) x, hH.apply_eigenvectorBasis, inner_smul_left,
      RCLike.conj_ofReal, ← inner_conj_symm x (hH.eigenvectorBasis rfl i), mul_left_comm,
      RCLike.conj_mul, ← RCLike.ofReal_pow, ← RCLike.ofReal_mul, RCLike.ofReal_re]
  rw [h1, ← (hH.eigenvectorBasis rfl).sum_sq_norm_inner_right x, Finset.mul_sum,
    ← Finset.sum_sub_distrib]
  exact Finset.sum_congr rfl fun i _ => by ring
```

Every $\lambda_i\ge E_0$, so the sum is non-negative and $E(x)\ge E_0\|x\|^2$. If equality holds, each term vanishes: either $\lambda_i=E_0$ or $\langle v_i,x\rangle=0$. In both cases
$$\langle v_i,Hx-E_0x\rangle=(\lambda_i-E_0)\langle v_i,x\rangle=0,$$
so $Hx=E_0x$. In the code, `hr` is this vanishing residual, and `rcases` separates the two cases.

```lean
/-- Variational principle: the energy form of `x` is at least `E0 ‖x‖²`, and equality forces `H x =
E0 x`. -/
theorem variational_principle [FiniteDimensional 𝕜 V] {H : V →ₗ[𝕜] V} (hH : H.IsSymmetric)
    {E0 : ℝ} {ψ : V} (hψ : IsSimpleGroundState H E0 ψ) (x : V) :
    E0 * ‖x‖ ^ 2 ≤ energy H x ∧
      (energy H x = E0 * ‖x‖ ^ 2 → H x = (E0 : 𝕜) • x) := by
  have hs := energy_sub_eq_sum hH E0 x
  have hpos : ∀ i ∈ Finset.univ, 0 ≤ (hH.eigenvalues rfl i - E0) *
      ‖inner 𝕜 (hH.eigenvectorBasis rfl i) x‖ ^ 2 := fun i _ =>
    mul_nonneg (sub_nonneg.2 (hψ.lowest _ _ ((hH.eigenvectorBasis rfl).orthonormal.ne_zero i)
      (hH.apply_eigenvectorBasis rfl i))) (sq_nonneg _)
  refine ⟨by linarith [Finset.sum_nonneg hpos], fun he => ?_⟩
  rw [he, sub_self] at hs
  have hz := (Finset.sum_eq_zero_iff_of_nonneg hpos).1 hs.symm
  -- every component of the residual vector vanishes
  have hr : ‖H x - (E0 : 𝕜) • x‖ ^ 2 = 0 := by
    rw [← (hH.eigenvectorBasis rfl).sum_sq_norm_inner_right]
    refine Finset.sum_eq_zero fun i hi => ?_
    rw [inner_sub_right, ← hH (hH.eigenvectorBasis rfl i) x, hH.apply_eigenvectorBasis,
      inner_smul_left, inner_smul_right, RCLike.conj_ofReal, ← sub_mul]
    rcases mul_eq_zero.1 (hz i hi) with h | h
    · rw [sub_eq_zero.1 h, sub_self, zero_mul, norm_zero, zero_pow two_ne_zero]
    · rw [norm_mul, mul_pow, h, mul_zero]
  exact sub_eq_zero.1 (norm_eq_zero.1 (pow_eq_zero_iff two_ne_zero |>.1 hr))
```

**Q:** That puts each state of $W$ above $E_0$. I still don't see a fixed $c$. The energies could creep down towards $E_0$.

**A:** Compactness prevents it. The unit sphere of $W$ is compact and $E$ is continuous, so if $W\neq\{0\}$ there is a minimiser $m$ with $\|m\|=1$. Suppose $E(m)=E_0$. Then $Hm=E_0m$, so $m=a\psi$ with $a\neq0$, and $\psi=a^{-1}m$ lies in $W$, a contradiction. Hence $c=E(m)-E_0>0$. For nonzero $w\in W$,
$$E_0+c=E(m)\le E\!\left(\frac{w}{\|w\|}\right)=\frac{E(w)}{\|w\|^2}.$$
For $w=0$ both sides of the unnormalised inequality are zero. If $W=\{0\}$, any $c$ works, and the proof picks 1.

The theorem is an equivalence. If $\psi\in W$, putting $w=\psi$ into the bound would give $E_0+c\le E_0$, which is impossible for $c>0$.

```lean
/-- A subspace `W` misses the ground state exactly when all its states lie above the exact
energy by at least a fixed positive amount `c` per unit squared norm. -/
theorem notMem_iff_energy_gap [FiniteDimensional 𝕜 V] {H : V →ₗ[𝕜] V} (hH : H.IsSymmetric)
    {E0 : ℝ} {ψ : V} (hψ : IsSimpleGroundState H E0 ψ) (W : Submodule 𝕜 V) :
    ψ ∉ W ↔ ∃ c > 0, ∀ w ∈ W, (E0 + c) * ‖w‖ ^ 2 ≤ energy H w := by
  constructor
  · intro hW
    have : ProperSpace V := FiniteDimensional.proper_rclike 𝕜 V
    have hK : IsCompact ((W : Set V) ∩ Metric.sphere 0 1) :=
      (isCompact_sphere (0 : V) 1).inter_left W.closed_of_finiteDimensional
    have hi : Continuous fun x : V => inner 𝕜 x (H x) :=
      continuous_inner.comp (continuous_id.prodMk H.continuous_of_finiteDimensional)
    have hc : Continuous (energy H) := RCLike.continuous_re.comp hi
    -- normalising a nonzero state of W puts it on the unit sphere
    have hu : ∀ w ∈ W, w ≠ 0 →
        ((‖w‖⁻¹ : ℝ) : 𝕜) • w ∈ (W : Set V) ∩ Metric.sphere 0 1 := by
      intro w hw h0
      refine ⟨W.smul_mem _ hw, ?_⟩
      rw [mem_sphere_zero_iff_norm, norm_smul, RCLike.norm_ofReal, abs_inv, abs_norm,
        inv_mul_cancel₀ (norm_ne_zero_iff.2 h0)]
    rcases ((W : Set V) ∩ Metric.sphere 0 1).eq_empty_or_nonempty with he | hne
    · refine ⟨1, one_pos, fun w hw => ?_⟩
      by_cases h0 : w = 0
      · simp [h0, energy]
      · have h := hu w hw h0
        rw [he] at h
        exact h.elim
    · obtain ⟨m, hm, hmin⟩ := hK.exists_isMinOn hne hc.continuousOn
      have hm1 : ‖m‖ = 1 := mem_sphere_zero_iff_norm.1 hm.2
      obtain ⟨hle, heq⟩ := variational_principle hH hψ m
      rw [hm1, one_pow, mul_one] at hle heq
      -- a minimum equal to E0 would place ψ in W
      have hlt : E0 < energy H m := by
        refine lt_of_le_of_ne hle fun h => hW ?_
        obtain ⟨a, ha⟩ := hψ.simple m (heq h.symm)
        have ha0 : a ≠ 0 := by
          rintro rfl
          rw [ha, zero_smul, norm_zero] at hm1
          exact zero_ne_one hm1
        have hmW : a • ψ ∈ W := ha ▸ hm.1
        exact (W.smul_mem_iff ha0).1 hmW
      refine ⟨energy H m - E0, sub_pos.2 hlt, fun w hw => ?_⟩
      by_cases h0 : w = 0
      · simp [h0, energy]
      · have h : energy H m ≤ energy H (((‖w‖⁻¹ : ℝ) : 𝕜) • w) := hmin (hu w hw h0)
        have hn : 0 < ‖w‖ ^ 2 := pow_pos (norm_pos_iff.2 h0) 2
        rw [energy_smul, RCLike.norm_ofReal, abs_inv, abs_norm, inv_pow,
          inv_mul_eq_div, le_div_iff₀ hn] at h
        linarith
  · rintro ⟨c, hc, h⟩ hW
    have h1 := h ψ hW
    have h2 : energy H ψ = E0 := by
      unfold energy
      rw [hψ.eigen, inner_smul_right, inner_self_eq_norm_sq_to_K, hψ.norm_one]
      simp
    rw [h2, hψ.norm_one] at h1
    linarith
```

In the code, `exists_isMinOn` supplies $m$, `hlt` is the contradiction argument, and `hu` normalises $w$.

**Q:** My orbitals are reoptimised in a multiconfiguration Hartree–Fock (MCHF) run. Those trial functions don't form a subspace.

**A:** True, and the theorem does not describe the optimisation. But if every trial function stays inside one $W$ that omits $\psi$, the bound applies to each of them.

**Q:** Can you say how large the error is?

**A:** Yes, from below, given an excitation gap. Here a gap is any $g$ with $E(x)\ge(E_0+g)\|x\|^2$ for all $x$ orthogonal to $\psi$. A positive one exists: $\psi$ is not orthogonal to itself, so the previous theorem applies to its orthogonal complement.

```lean
/-- The states orthogonal to a simple ground state are separated from `E0` by a positive
excitation gap `g`. -/
theorem exists_excitation_gap [FiniteDimensional 𝕜 V] {H : V →ₗ[𝕜] V} (hH : H.IsSymmetric)
    {E0 : ℝ} {ψ : V} (hψ : IsSimpleGroundState H E0 ψ) :
    ∃ g > 0, ∀ x : V, inner 𝕜 ψ x = 0 → (E0 + g) * ‖x‖ ^ 2 ≤ energy H x := by
  have hn : ψ ∉ (Submodule.span 𝕜 {ψ})ᗮ := by
    rw [Submodule.mem_orthogonal_singleton_iff_inner_right, inner_self_eq_zero]
    intro h
    simpa [h] using hψ.norm_one
  obtain ⟨g, hg, h⟩ := (notMem_iff_energy_gap hH hψ _).1 hn
  exact ⟨g, hg, fun x hx =>
    h x (Submodule.mem_orthogonal_singleton_iff_inner_right.2 hx)⟩
```

Next we need the distance $d$ from $\psi$ to $W$, written `Metric.infDist ψ W` up to a coercion. Take nonzero $w\in W$, set $a=\langle\psi,w\rangle$, and compare $\psi$ with $bw\in W$, where $b=\bar a/\|w\|^2$:
$$d^2\le\|\psi-bw\|^2=1-\frac{2|a|^2}{\|w\|^2}+\frac{|a|^2}{\|w\|^2}=1-\frac{|a|^2}{\|w\|^2}.$$
Multiplying by $\|w\|^2$ gives $d^2\|w\|^2\le\|w\|^2-|a|^2$, which also holds at $w=0$. The `calc` block is this computation.

```lean
/-- For a unit vector `ψ`, the part of `w ∈ W` orthogonal to `ψ` has at least the fraction
`dist(ψ, W)²` of the squared norm of `w`. -/
theorem infDist_sq_mul_le {ψ : V} (hψ : ‖ψ‖ = 1) (W : Submodule 𝕜 V) {w : V} (hw : w ∈ W) :
    Metric.infDist ψ (W : Set V) ^ 2 * ‖w‖ ^ 2 ≤ ‖w‖ ^ 2 - ‖inner 𝕜 ψ w‖ ^ 2 := by
  by_cases h0 : w = 0
  · simp [h0]
  have hn : ‖w‖ ≠ 0 := norm_ne_zero_iff.2 h0
  -- compare with the projection of ψ on the line through w
  let b : 𝕜 := (((‖w‖ ^ 2)⁻¹ : ℝ) : 𝕜) * conj (inner 𝕜 ψ w)
  have hd : Metric.infDist ψ (W : Set V) ≤ ‖ψ - b • w‖ := by
    rw [← dist_eq_norm]
    exact Metric.infDist_le_dist_of_mem (W.smul_mem b hw)
  have hre : RCLike.re (inner 𝕜 ψ (b • w)) = (‖w‖ ^ 2)⁻¹ * ‖inner 𝕜 ψ w‖ ^ 2 := by
    rw [inner_smul_right, mul_assoc, RCLike.conj_mul, ← RCLike.ofReal_pow,
      ← RCLike.ofReal_mul, RCLike.ofReal_re]
  have hb : ‖b • w‖ = (‖w‖ ^ 2)⁻¹ * ‖inner 𝕜 ψ w‖ * ‖w‖ := by
    rw [norm_smul, norm_mul, RCLike.norm_ofReal, RCLike.norm_conj,
      abs_of_nonneg (inv_nonneg.2 (sq_nonneg ‖w‖))]
  calc Metric.infDist ψ (W : Set V) ^ 2 * ‖w‖ ^ 2
      ≤ ‖ψ - b • w‖ ^ 2 * ‖w‖ ^ 2 :=
        mul_le_mul_of_nonneg_right (pow_le_pow_left₀ Metric.infDist_nonneg hd 2) (sq_nonneg _)
    _ = ‖w‖ ^ 2 - ‖inner 𝕜 ψ w‖ ^ 2 := by
        rw [norm_sub_sq (𝕜 := 𝕜), hre, hb, hψ]
        field_simp
        ring
```

Now write $w=a\psi+x$ with $\langle\psi,x\rangle=0$. Then $\|w\|^2=|a|^2+\|x\|^2$. The cross terms in the energy vanish, because $\langle\psi,Hx\rangle=\langle H\psi,x\rangle=E_0\langle\psi,x\rangle=0$. So
$$E(w)=E_0|a|^2+E(x)\ge E_0\|w\|^2+g\|x\|^2\ge(E_0+g\,d^2)\|w\|^2,$$
where the last step uses $g\ge0$ and the distance estimate. In the proof, `hn` and `he` are the two splittings.

```lean
/-- If `g ≥ 0` is an excitation gap above `E0`, every state of `W` lies above the exact energy by at
least `g` times the squared distance of the ground state from `W`, per unit squared norm. -/
theorem energy_error_bound {H : V →ₗ[𝕜] V} (hH : H.IsSymmetric) {E0 g : ℝ} {ψ : V}
    (hψ : IsSimpleGroundState H E0 ψ) (hg : 0 ≤ g)
    (hgap : ∀ x : V, inner 𝕜 ψ x = 0 → (E0 + g) * ‖x‖ ^ 2 ≤ energy H x)
    (W : Submodule 𝕜 V) {w : V} (hw : w ∈ W) :
    (E0 + g * Metric.infDist ψ (W : Set V) ^ 2) * ‖w‖ ^ 2 ≤ energy H w := by
  have h1 : inner 𝕜 ψ ψ = (1 : 𝕜) := by
    rw [inner_self_eq_norm_sq_to_K, hψ.norm_one]
    simp
  -- split w into its ground-state part and an orthogonal rest x
  obtain ⟨a, ha⟩ : ∃ a : 𝕜, a = inner 𝕜 ψ w := ⟨_, rfl⟩
  obtain ⟨x, hx⟩ : ∃ x : V, x = w - a • ψ := ⟨_, rfl⟩
  have hwx : w = a • ψ + x := by rw [hx]; abel
  have hx0 : inner 𝕜 ψ x = 0 := by
    rw [hx, inner_sub_right, inner_smul_right, h1, ha, mul_one, sub_self]
  have hx1 : inner 𝕜 x ψ = 0 := by rw [← inner_conj_symm, hx0, map_zero]
  have hHx : inner 𝕜 ψ (H x) = 0 := by
    rw [← hH ψ x, hψ.eigen, inner_smul_left, hx0, mul_zero]
  have hn : ‖w‖ ^ 2 = ‖a‖ ^ 2 + ‖x‖ ^ 2 := by
    rw [hwx, norm_add_sq (𝕜 := 𝕜), inner_smul_left, hx0, norm_smul, hψ.norm_one]
    simp
  have he : energy H w = E0 * ‖a‖ ^ 2 + energy H x := by
    have hk : inner 𝕜 w (H w) = ((E0 * ‖a‖ ^ 2 : ℝ) : 𝕜) + inner 𝕜 x (H x) := by
      rw [hwx, map_add, map_smul, hψ.eigen]
      simp only [inner_add_left, inner_add_right, inner_smul_left, inner_smul_right,
        hx1, hHx, h1, RCLike.ofReal_mul, RCLike.ofReal_pow]
      linear_combination (E0 : 𝕜) * RCLike.conj_mul a
    unfold energy
    rw [hk, map_add, RCLike.ofReal_re]
  have hd := infDist_sq_mul_le hψ.norm_one W hw
  rw [← ha] at hd
  have hm := mul_le_mul_of_nonneg_left hd hg
  have hgx := hgap x hx0
  have hxn : ‖x‖ ^ 2 = ‖w‖ ^ 2 - ‖a‖ ^ 2 := by linarith
  rw [hxn] at hgx
  rw [he]
  linarith
```

**Q:** There is no finite-dimension hypothesis in that one. Does it cover the real atomic Hamiltonian?

**A:** Not with `V` the full Hilbert space. `H` must be defined on all of `V`, whereas the atomic Hamiltonian is unbounded and is defined only on a smaller domain. The gap is also a hypothesis there; the existence theorem supplies it only in finite dimension. In that setting $W$ is closed, so $d>0$ whenever $\psi\notin W$, and with a positive $g$ the guaranteed error $g\,d^2$ is positive.

**Q:** Does the splitting tell me anything about the wavefunction?

**A:** It gives a neighbouring estimate, which I derive here by hand only. For normalised $w$ and $g>0$, the first inequality above rearranges to
$$1-|\langle\psi,w\rangle|^2\le\frac{E(w)-E_0}{g}.$$
A small energy error relative to the gap therefore forces a large overlap with the ground state.

**Q:** Last doubt: does any operator satisfy all these assumptions?

**A:** Take the projector $x\mapsto x-\langle\psi,x\rangle\psi$ for a unit vector $\psi$. It is a test case, not an atom.

```lean
/-- The model Hamiltonian `x ↦ x - ⟨ψ, x⟩ ψ`. -/
noncomputable def modelH (ψ : V) : V →ₗ[𝕜] V where
  toFun x := x - (inner 𝕜 ψ x : 𝕜) • ψ
  map_add' x y := by
    simp only [inner_add_right]
    module
  map_smul' c x := by
    simp only [inner_smul_right, RingHom.id_apply]
    module
```

It is symmetric and sends $\psi$ to zero. If $x\ne0$ has eigenvalue $\mu$, the inner product with $\psi$ gives $\mu\langle\psi,x\rangle=0$. So either $\mu=0$, or $x$ is orthogonal to $\psi$ and $\mu=1$. An eigenvector at zero satisfies $x=\langle\psi,x\rangle\psi$, so the ground state is simple. On states orthogonal to $\psi$ the energy is $\|x\|^2$, so $g=1$ is a gap above $E_0=0$.

```lean
/-- For a unit vector `ψ` the model Hamiltonian is symmetric, has `ψ` as simple ground state
at energy `0`, and has excitation gap `1`. -/
theorem modelH_witness {ψ : V} (hψ : ‖ψ‖ = 1) :
    (modelH (𝕜 := 𝕜) ψ).IsSymmetric ∧ IsSimpleGroundState (modelH (𝕜 := 𝕜) ψ) 0 ψ ∧
      ∀ x : V, inner 𝕜 ψ x = 0 → (0 + 1) * ‖x‖ ^ 2 ≤ energy (modelH (𝕜 := 𝕜) ψ) x := by
  have h1 : inner 𝕜 ψ ψ = (1 : 𝕜) := by
    rw [inner_self_eq_norm_sq_to_K, hψ]
    simp
  have hdef : ∀ x : V, modelH (𝕜 := 𝕜) ψ x = x - (inner 𝕜 ψ x : 𝕜) • ψ := fun _ => rfl
  refine ⟨fun x y => ?_, ⟨hψ, ?_, fun μ x hx h => ?_, fun x h => ?_⟩, fun x hx => ?_⟩
  · rw [hdef, hdef, inner_sub_left, inner_sub_right, inner_smul_left, inner_smul_right,
      inner_conj_symm]
    ring
  · rw [hdef, h1]
    simp
  · rw [hdef] at h
    have h2 := congrArg (fun y => (inner 𝕜 ψ y : 𝕜)) h
    simp only [inner_sub_right, inner_smul_right, h1, mul_one, sub_self] at h2
    rcases mul_eq_zero.1 h2.symm with h3 | h3
    · exact (RCLike.ofReal_eq_zero.1 h3).ge
    · -- an eigenvector orthogonal to ψ has eigenvalue one
      rw [h3, zero_smul, sub_zero] at h
      have h4 : ((1 : 𝕜) - (μ : 𝕜)) • x = 0 := by
        rw [sub_smul, one_smul, ← h, sub_self]
      have h5 : (μ : 𝕜) = ((1 : ℝ) : 𝕜) := by
        rw [RCLike.ofReal_one]
        exact (sub_eq_zero.1 ((smul_eq_zero.1 h4).resolve_right hx)).symm
      rw [RCLike.ofReal_inj.1 h5]
      exact zero_le_one
  · rw [hdef, RCLike.ofReal_zero, zero_smul] at h
    exact ⟨inner 𝕜 ψ x, sub_eq_zero.1 h⟩
  · unfold energy
    rw [hdef, hx, zero_smul, sub_zero, inner_self_eq_norm_sq, zero_add, one_mul]

end IncompleteOrbitalSpace
```

```lean
#print axioms IncompleteOrbitalSpace.notMem_iff_energy_gap
#print axioms IncompleteOrbitalSpace.exists_excitation_gap
#print axioms IncompleteOrbitalSpace.energy_error_bound
```

```
'IncompleteOrbitalSpace.notMem_iff_energy_gap' depends on axioms: [propext, Classical.choice, Quot.sound]
'IncompleteOrbitalSpace.exists_excitation_gap' depends on axioms: [propext, Classical.choice, Quot.sound]
'IncompleteOrbitalSpace.energy_error_bound' depends on axioms: [propext, Classical.choice, Quot.sound]
```
